# Only the factor −1/2 relates the rank-four ligand sums of cuboctahedron and octahedron at all points

In the point-charge model of crystal-field theory, equal ligands at one distance from the centre give, inside their shell, a rank-four potential proportional to the sum of r⁴P₄(cos θ) over the ligands. Here r is the length of the position vector **r** of the field point, and θ is the angle between **r** and the ligand's direction. `rank_four_factor_iff` compares this sum for twelve cuboctahedral and six octahedral unit directions, with equal weights and no charges or ligand distances. It states that a real number c turns the octahedral sum into the cuboctahedral one at every **r** exactly when c = −1/2. That −1/2 does so is the preceding theorem; for the converse, the proof evaluates both sides at (0, 0, 1), where the octahedral sum should come out as 7/2, and solves for c.

The failing Lean file:

```lean
import Mathlib

open Matrix

namespace CuboctahedralField

noncomputable section

/-- The homogeneous Legendre term `r^k P_k(n·r/r)`, written as a polynomial in
`t = n·r` and `q = r·r`. -/
def solidLegendre (t q : ℝ) : ℕ → ℝ
  | 0 => 1
  | 1 => t
  | k + 2 => ((2 * (k : ℝ) + 3) * t * solidLegendre t q (k + 1)
      - ((k : ℝ) + 1) * q * solidLegendre t q k) / ((k : ℝ) + 2)

/-- A set of directions completed by the opposite directions. -/
def antipodal (L : List (Fin 3 → ℝ)) : List (Fin 3 → ℝ) :=
  L ++ L.map (fun n => -n)

/-- The normalisation `1/√2` of the cuboctahedral directions. -/
def invSqrtTwo : ℝ := 1 / Real.sqrt 2

/-- The six octahedral directions, plus and minus the coordinate axes. -/
def octahedron : List (Fin 3 → ℝ) :=
  antipodal [![1, 0, 0], ![0, 1, 0], ![0, 0, 1]]

/-- The twelve cuboctahedral directions `(±1, ±1, 0)/√2` and their coordinate
permutations. -/
def cuboctahedron : List (Fin 3 → ℝ) :=
  antipodal [invSqrtTwo • ![1, 1, 0], invSqrtTwo • ![1, -1, 0],
    invSqrtTwo • ![0, 1, 1], invSqrtTwo • ![0, 1, -1],
    invSqrtTwo • ![1, 0, 1], invSqrtTwo • ![1, 0, -1]]

/-- The sum of `r^k P_k(n·r/r)` over the ligand directions `n` of a shell. -/
def ligandSum (L : List (Fin 3 → ℝ)) (k : ℕ) (r : Fin 3 → ℝ) : ℝ :=
  (L.map (fun n => solidLegendre (n ⬝ᵥ r) (r ⬝ᵥ r) k)).sum

/-- The square of the normalisation factor is `1/2`. -/
theorem invSqrtTwo_sq : invSqrtTwo ^ 2 = 1 / 2 := by
  rw [invSqrtTwo, div_pow, one_pow, Real.sq_sqrt (by norm_num)]

/-- The rank-four sum over the twelve cuboctahedral directions is `-1/2` times the sum
over the six octahedral directions, at every point `r`. -/
theorem cuboctahedron_rank_four (r : Fin 3 → ℝ) :
    ligandSum cuboctahedron 4 r = -1 / 2 * ligandSum octahedron 4 r := by
  have closed (t q : ℝ) :
      solidLegendre t q 4 = (35 * t ^ 4 - 30 * t ^ 2 * q + 3 * q ^ 2) / 8 := by
    simp only [solidLegendre]
    push_cast
    ring
  simp only [ligandSum, cuboctahedron, octahedron, antipodal, List.map_cons, List.map_nil,
    List.cons_append, List.nil_append, List.sum_cons, List.sum_nil, closed, dotProduct,
    Fin.sum_univ_three, Pi.neg_apply, Pi.smul_apply, smul_eq_mul,
    Matrix.cons_val_zero, Matrix.cons_val_one, Matrix.cons_val]
  generalize r 0 = x, r 1 = y, r 2 = z
  -- replace the fourth and second powers of 1/√2 by 1/4 and 1/2
  linear_combination (35 / 8 * (12 * (x^2 + y^2 + z^2)^2 - 4 * (x^4 + y^4 + z^4))
    * (invSqrtTwo ^ 2 + 1 / 2) - 30 * (x^2 + y^2 + z^2)^2) * invSqrtTwo_sq

/-- The number `-1/2` is the only factor relating the two rank-four sums at all points. -/
theorem rank_four_factor_iff (c : ℝ) :
    (∀ r, ligandSum cuboctahedron 4 r = c * ligandSum octahedron 4 r) ↔ c = -1 / 2 := by
  constructor
  · intro h
    -- on the z axis the octahedral sum is 7/2
    have ho : ligandSum octahedron 4 ![0, 0, 1] = 7 / 2 := by
      norm_num [ligandSum, octahedron, antipodal, solidLegendre, dotProduct,
        Fin.sum_univ_three]
    have h1 := h ![0, 0, 1]
    rw [cuboctahedron_rank_four, ho] at h1
    linarith
  · rintro rfl r
    exact cuboctahedron_rank_four r

end

end CuboctahedralField
```

Messages:

```
Main.lean:67:59: error: unsolved goals
c : ℝ
h : ∀ (r : Fin 3 → ℝ), ligandSum cuboctahedron 4 r = c * ligandSum octahedron 4 r
⊢ (7 * (![1, 0, 0] 2 * ![0, 0, 1] 2) *
            ((5 * (![1, 0, 0] 2 * ![0, 0, 1] 2) *
                  ((3 * (![1, 0, 0] 2 * ![0, 0, 1] 2) * (![1, 0, 0] 2 * ![0, 0, 1] 2) - ![0, 0, 1] 2 * ![0, 0, 1] 2) /
                    2) -
                2 * (![0, 0, 1] 2 * ![0, 0, 1] 2) * (![1, 0, 0] 2 * ![0, 0, 1] 2)) /
              3) -
          3 * (![0, 0, 1] 2 * ![0, 0, 1] 2) *
            ((3 * (![1, 0, 0] 2 * ![0, 0, 1] 2) * (![1, 0, 0] 2 * ![0, 0, 1] 2) - ![0, 0, 1] 2 * ![0, 0, 1] 2) / 2)) /
        4 +
      ((7 * (![0, 1, 0] 2 * ![0, 0, 1] 2) *
              ((5 * (![0, 1, 0] 2 * ![0, 0, 1] 2) *
                    ((3 * (![0, 1, 0] 2 * ![0, 0, 1] 2) * (![0, 1, 0] 2 * ![0, 0, 1] 2) - ![0, 0, 1] 2 * ![0, 0, 1] 2) /
                      2) -
                  2 * (![0, 0, 1] 2 * ![0, 0, 1] 2) * (![0, 1, 0] 2 * ![0, 0, 1] 2)) /
                3) -
            3 * (![0, 0, 1] 2 * ![0, 0, 1] 2) *
              ((3 * (![0, 1, 0] 2 * ![0, 0, 1] 2) * (![0, 1, 0] 2 * ![0, 0, 1] 2) - ![0, 0, 1] 2 * ![0, 0, 1] 2) / 2)) /
          4 +
        ((7 * (![0, 0, 1] 2 * ![0, 0, 1] 2) *
                ((5 * (![0, 0, 1] 2 * ![0, 0, 1] 2) *
                      ((3 * (![0, 0, 1] 2 * ![0, 0, 1] 2) * (![0, 0, 1] 2 * ![0, 0, 1] 2) -
                          ![0, 0, 1] 2 * ![0, 0, 1] 2) /
                        2) -
                    2 * (![0, 0, 1] 2 * ![0, 0, 1] 2) * (![0, 0, 1] 2 * ![0, 0, 1] 2)) /
                  3) -
              3 * (![0, 0, 1] 2 * ![0, 0, 1] 2) *
                ((3 * (![0, 0, 1] 2 * ![0, 0, 1] 2) * (![0, 0, 1] 2 * ![0, 0, 1] 2) - ![0, 0, 1] 2 * ![0, 0, 1] 2) /
                  2)) /
            4 +
          ((7 * (![-1, 0, 0] 2 * ![0, 0, 1] 2) *
                  ((5 * (![-1, 0, 0] 2 * ![0, 0, 1] 2) *
                        ((3 * (![-1, 0, 0] 2 * ![0, 0, 1] 2) * (![-1, 0, 0] 2 * ![0, 0, 1] 2) -
                            ![0, 0, 1] 2 * ![0, 0, 1] 2) /
                          2) -
                      2 * (![0, 0, 1] 2 * ![0, 0, 1] 2) * (![-1, 0, 0] 2 * ![0, 0, 1] 2)) /
                    3) -
                3 * (![0, 0, 1] 2 * ![0, 0, 1] 2) *
                  ((3 * (![-1, 0, 0] 2 * ![0, 0, 1] 2) * (![-1, 0, 0] 2 * ![0, 0, 1] 2) - ![0, 0, 1] 2 * ![0, 0, 1] 2) /
                    2)) /
              4 +
            ((7 * (![0, -1, 0] 2 * ![0, 0, 1] 2) *
                    ((5 * (![0, -1, 0] 2 * ![0, 0, 1] 2) *
                          ((3 * (![0, -1, 0] 2 * ![0, 0, 1] 2) * (![0, -1, 0] 2 * ![0, 0, 1] 2) -
                              ![0, 0, 1] 2 * ![0, 0, 1] 2) /
                            2) -
                        2 * (![0, 0, 1] 2 * ![0, 0, 1] 2) * (![0, -1, 0] 2 * ![0, 0, 1] 2)) /
                      3) -
                  3 * (![0, 0, 1] 2 * ![0, 0, 1] 2) *
                    ((3 * (![0, -1, 0] 2 * ![0, 0, 1] 2) * (![0, -1, 0] 2 * ![0, 0, 1] 2) -
                        ![0, 0, 1] 2 * ![0, 0, 1] 2) /
                      2)) /
                4 +
              (7 * (![0, 0, -1] 2 * ![0, 0, 1] 2) *
                    ((5 * (![0, 0, -1] 2 * ![0, 0, 1] 2) *
                          ((3 * (![0, 0, -1] 2 * ![0, 0, 1] 2) * (![0, 0, -1] 2 * ![0, 0, 1] 2) -
                              ![0, 0, 1] 2 * ![0, 0, 1] 2) /
                            2) -
                        2 * (![0, 0, 1] 2 * ![0, 0, 1] 2) * (![0, 0, -1] 2 * ![0, 0, 1] 2)) /
                      3) -
                  3 * (![0, 0, 1] 2 * ![0, 0, 1] 2) *
                    ((3 * (![0, 0, -1] 2 * ![0, 0, 1] 2) * (![0, 0, -1] 2 * ![0, 0, 1] 2) -
                        ![0, 0, 1] 2 * ![0, 0, 1] 2) /
                      2)) /
                4)))) =
    7 / 2
```

Diagnosis. The one error says that `norm_num` did not finish `ho`, the claim that the octahedral sum at (0, 0, 1) is 7/2. It unfolded the sum and the Legendre recursion, but the goal left over is full of entries such as `![1, 0, 0] 2`, the third component of an explicit vector. Components 0 and 1 are gone, since ordinary simp lemmas evaluate them. Component 2 is read off by `Matrix.cons_val`, which is a simproc (a small program that computes a rewrite) and not a lemma, and `norm_num` does not run the default simprocs. With these entries unevaluated, the arithmetic could not be completed.

The repair unfolds the sum with `simp only` and names `Matrix.cons_val` in its list, so that every component becomes a number. `Pi.neg_apply` takes the minus sign of the opposite directions to the components, where the simproc can read them. The `norm_num` that follows has only arithmetic on numbers to do. The diff also corrects the comment, which has no part in the error: at (0, 0, z) the octahedral sum is 7z⁴/2, so it is 7/2 at (0, 0, 1) but not all along the z axis.

After these edits no error is left:

```diff
@@ -64,8 +64,11 @@
   constructor
   · intro h
-    -- on the z axis the octahedral sum is 7/2
+    -- at the point (0, 0, 1) the octahedral sum is 7/2
     have ho : ligandSum octahedron 4 ![0, 0, 1] = 7 / 2 := by
-      norm_num [ligandSum, octahedron, antipodal, solidLegendre, dotProduct,
-        Fin.sum_univ_three]
+      simp only [ligandSum, octahedron, antipodal, List.map_cons, List.map_nil,
+        List.cons_append, List.nil_append, List.sum_cons, List.sum_nil, solidLegendre,
+        dotProduct, Fin.sum_univ_three, Pi.neg_apply,
+        Matrix.cons_val_zero, Matrix.cons_val_one, Matrix.cons_val]
+      norm_num
     have h1 := h ![0, 0, 1]
     rw [cuboctahedron_rank_four, ho] at h1
```
